# Shots proportional to positive standard deviations minimise ∑ σ_j²/n_j at a fixed total

An energy estimator adds the sample means of several measurement groups. If group j receives n_j shots, each with standard deviation σ_j, and all shots are independent, the variance of the estimator is ∑ σ_j²/n_j. Shot numbers are whole numbers in the estimator, but the minimisation lets them be any positive real numbers. For positive σ_j, this real-valued problem has a closed-form minimiser, and its minimum is also a lower bound for every whole-number allocation with the same total and at least one shot in each group.

```lean
import Mathlib

open MeasureTheory ProbabilityTheory

namespace OptimalShotAllocation

noncomputable section

variable {ι : Type*} [Fintype ι]

/-- The energy estimator: the sum over measurement groups of the sample mean of the outcomes,
where group `j` is measured `n j` times. Its domain is `n j ≠ 0` for every group. -/
def energyEstimator {Ω : Type*} (n : ι → ℕ) (X : ((j : ι) × Fin (n j)) → Ω → ℝ) : Ω → ℝ :=
  fun ω => ∑ j, (∑ k, X ⟨j, k⟩ ω) / (n j : ℝ)

/-- The variance `∑ σ_j² / n_j` as a function of the shot allocation `n`.
Its domain is `n j ≠ 0` for every group. -/
def shotVariance (σ n : ι → ℝ) : ℝ := ∑ j, σ j ^ 2 / n j

/-- The allocation `N σ_j / ∑ σ_k`, which shares `N` shots in proportion to the
standard deviations. Its domain is `∑ σ_k ≠ 0`. -/
def optimalShots (σ : ι → ℝ) (N : ℝ) (j : ι) : ℝ := N * σ j / ∑ k, σ k

/-- If the shots are square-integrable and pairwise independent, with mean `m j` and variance
`σ j ^ 2` in group `j`, and every group is measured at least once, then the energy estimator has
mean `∑ m_j` and variance `∑ σ_j² / n_j`. -/
theorem energyEstimator_mean_variance {Ω : Type*} [MeasurableSpace Ω] (μ : Measure Ω)
    [IsProbabilityMeasure μ] (n : ι → ℕ) (hn : ∀ j, 0 < n j)
    (X : ((j : ι) × Fin (n j)) → Ω → ℝ) (m σ : ι → ℝ)
    (hL : ∀ p, MemLp (X p) 2 μ)
    (hind : Pairwise fun p q => IndepFun (X p) (X q) μ)
    (hm : ∀ p, ∫ ω, X p ω ∂μ = m p.1)
    (hv : ∀ p, variance (X p) μ = σ p.1 ^ 2) :
    ∫ ω, energyEstimator n X ω ∂μ = ∑ j, m j ∧
      variance (energyEstimator n X) μ = shotVariance σ (fun j => (n j : ℝ)) := by
  have hn' : ∀ j, (n j : ℝ) ≠ 0 := fun j => Nat.cast_ne_zero.2 (hn j).ne'
  -- the estimator is a single weighted sum over all shots
  have hrep : energyEstimator n X = ∑ p, ((n p.1 : ℝ)⁻¹) • X p := by
    funext ω
    simp only [energyEstimator, Finset.sum_apply, Pi.smul_apply, smul_eq_mul,
      Fintype.sum_sigma, div_eq_inv_mul, Finset.mul_sum]
  constructor
  · rw [hrep]
    simp only [Finset.sum_apply, Pi.smul_apply, smul_eq_mul]
    rw [MeasureTheory.integral_finsetSum _ (fun p _ => ((hL p).integrable one_le_two).const_mul _)]
    simp only [integral_const_mul, hm, Fintype.sum_sigma, Finset.sum_const, Finset.card_univ,
      Fintype.card_fin, nsmul_eq_mul]
    exact Finset.sum_congr rfl fun j _ => mul_inv_cancel_left₀ (hn' j) (m j)
  · -- variances of independent shots add
    have hsum : variance (∑ p, ((n p.1 : ℝ)⁻¹) • X p) μ
        = ∑ p, variance (((n p.1 : ℝ)⁻¹) • X p) μ :=
      IndepFun.variance_sum (fun p _ => (hL p).const_smul _)
        (fun p _ q _ hpq => (hind hpq).comp (measurable_const_mul ((n p.1 : ℝ)⁻¹))
          (measurable_const_mul ((n q.1 : ℝ)⁻¹)))
    rw [hrep, hsum]
    simp only [variance_smul, hv, Fintype.sum_sigma, Finset.sum_const, Finset.card_univ,
      Fintype.card_fin, nsmul_eq_mul, shotVariance]
    refine Finset.sum_congr rfl fun j _ => ?_
    have h := mul_inv_cancel₀ (hn' j)
    linear_combination (σ j ^ 2 * (n j : ℝ)⁻¹) * h

/-- Completing the square: for nonzero shot numbers and any real constant `c`, the variance is
`2c ∑ σ_j - c² ∑ n_j` plus the weighted squares of the deviations of `σ_j / n_j` from `c`. -/
theorem shotVariance_complete_square (σ n : ι → ℝ) (hn : ∀ j, n j ≠ 0) (c : ℝ) :
    shotVariance σ n =
      2 * c * ∑ j, σ j - c ^ 2 * ∑ j, n j + ∑ j, n j * (σ j / n j - c) ^ 2 := by
  rw [shotVariance, Finset.mul_sum, Finset.mul_sum, ← Finset.sum_sub_distrib,
    ← Finset.sum_add_distrib]
  refine Finset.sum_congr rfl fun j _ => ?_
  have h := mul_inv_cancel₀ (hn j)
  linear_combination (2 * c * σ j - σ j ^ 2 * (n j)⁻¹) * h

/-- Optimal shot allocation: for positive shot numbers with total `N` and real `σ_j` with nonzero
sum, the variance is at least `(∑ σ_j)² / N`, with equality exactly when
`n_j = N σ_j / ∑ σ_k` for every group. -/
theorem optimal_shot_allocation (σ n : ι → ℝ) (N : ℝ) (hn : ∀ j, 0 < n j)
    (hN : ∑ j, n j = N) (hS : ∑ j, σ j ≠ 0) :
    (∑ j, σ j) ^ 2 / N ≤ shotVariance σ n ∧
      (shotVariance σ n = (∑ j, σ j) ^ 2 / N ↔ ∀ j, n j = optimalShots σ N j) := by
  have hne : Nonempty ι := by
    by_contra h
    rw [not_nonempty_iff] at h
    exact hS (by simp)
  have hNpos : 0 < N := hN ▸ Finset.sum_pos (fun j _ => hn j) Finset.univ_nonempty
  have key := shotVariance_complete_square σ n (fun j => (hn j).ne') ((∑ j, σ j) / N)
  rw [hN] at key
  have e : ∀ s : ℝ, 2 * (s / N) * s - (s / N) ^ 2 * N = s ^ 2 / N := fun s => by
    have h := mul_inv_cancel₀ hNpos.ne'
    linear_combination (-(s ^ 2 * N⁻¹)) * h
  rw [e] at key
  -- the excess over the bound is a sum of nonnegative terms
  have hnn : ∀ j, 0 ≤ n j * (σ j / n j - (∑ k, σ k) / N) ^ 2 :=
    fun j => mul_nonneg (hn j).le (sq_nonneg _)
  refine ⟨?_, ?_, ?_⟩
  · have := Finset.sum_nonneg (fun j (_ : j ∈ Finset.univ) => hnn j)
    linarith
  · intro h j
    have h0 : ∑ j, n j * (σ j / n j - (∑ k, σ k) / N) ^ 2 = 0 := by linarith
    have hj := (Finset.sum_eq_zero_iff_of_nonneg (fun i _ => hnn i)).1 h0 j (Finset.mem_univ j)
    have hj' := (pow_eq_zero_iff two_ne_zero).1 ((mul_eq_zero.1 hj).resolve_left (hn j).ne')
    rw [sub_eq_zero, div_eq_div_iff (hn j).ne' hNpos.ne'] at hj'
    rw [optimalShots, eq_div_iff hS]
    linarith
  · intro h
    have h0 : ∑ j, n j * (σ j / n j - (∑ k, σ k) / N) ^ 2 = 0 := by
      refine Finset.sum_eq_zero fun j _ => ?_
      have hj := h j
      rw [optimalShots, eq_div_iff hS] at hj
      have hr : σ j / n j = (∑ k, σ k) / N := by
        rw [div_eq_div_iff (hn j).ne' hNpos.ne']
        linarith
      rw [hr, sub_self]
      ring
    linarith

/-- For positive standard deviations, at least one group and a positive budget `N`, the optimal
allocation is positive, uses exactly `N` shots and has variance `(∑ σ_j)² / N`. -/
theorem optimalShots_attains [Nonempty ι] (σ : ι → ℝ) (N : ℝ) (hσ : ∀ j, 0 < σ j)
    (hN : 0 < N) :
    (∀ j, 0 < optimalShots σ N j) ∧ ∑ j, optimalShots σ N j = N ∧
      shotVariance σ (optimalShots σ N) = (∑ j, σ j) ^ 2 / N := by
  have hS : 0 < ∑ j, σ j := Finset.sum_pos (fun j _ => hσ j) Finset.univ_nonempty
  have hpos : ∀ j, 0 < optimalShots σ N j := fun j => div_pos (mul_pos hN (hσ j)) hS
  have hsum : ∑ j, optimalShots σ N j = N := by
    simp only [optimalShots]
    rw [← Finset.sum_div, ← Finset.mul_sum, mul_div_cancel_right₀ _ hS.ne']
  exact ⟨hpos, hsum, (optimal_shot_allocation σ _ N hpos hsum hS.ne').2.2 fun _ => rfl⟩

/-- Shot budget: for positive standard deviations, at least one group and a target error `ε > 0`,
some positive real allocation of `N` shots has variance at most `ε²` exactly when
`N ≥ (∑ σ_j / ε)²`. -/
theorem shot_budget_iff [Nonempty ι] (σ : ι → ℝ) (N ε : ℝ) (hσ : ∀ j, 0 < σ j)
    (hε : 0 < ε) :
    (∃ n : ι → ℝ, (∀ j, 0 < n j) ∧ ∑ j, n j = N ∧ shotVariance σ n ≤ ε ^ 2) ↔
      ((∑ j, σ j) / ε) ^ 2 ≤ N := by
  have hS : 0 < ∑ j, σ j := Finset.sum_pos (fun j _ => hσ j) Finset.univ_nonempty
  have hε2 : 0 < ε ^ 2 := pow_pos hε 2
  constructor
  · rintro ⟨n, hn, hN, hV⟩
    have hNpos : 0 < N := hN ▸ Finset.sum_pos (fun j _ => hn j) Finset.univ_nonempty
    have hb := (div_le_iff₀ hNpos).1
      ((optimal_shot_allocation σ n N hn hN hS.ne').1.trans hV)
    rw [div_pow, div_le_iff₀ hε2]
    linarith
  · intro h
    have hNpos : 0 < N := lt_of_lt_of_le (pow_pos (div_pos hS hε) 2) h
    -- the optimal allocation meets the target
    obtain ⟨hpos, hsum, hV⟩ := optimalShots_attains σ N hσ hNpos
    refine ⟨optimalShots σ N, hpos, hsum, ?_⟩
    rw [div_pow, div_le_iff₀ hε2] at h
    rw [hV, div_le_iff₀ hNpos]
    linarith

end

end OptimalShotAllocation
```

```lean
#print axioms OptimalShotAllocation.energyEstimator_mean_variance
#print axioms OptimalShotAllocation.optimalShots_attains
#print axioms OptimalShotAllocation.shot_budget_iff
```

```
'OptimalShotAllocation.energyEstimator_mean_variance' depends on axioms: [propext, Classical.choice, Quot.sound]
'OptimalShotAllocation.optimalShots_attains' depends on axioms: [propext, Classical.choice, Quot.sound]
'OptimalShotAllocation.shot_budget_iff' depends on axioms: [propext, Classical.choice, Quot.sound]
```

## Groups, shots and the energy estimator

Suppose a molecular Hamiltonian is split as H = ∑_j H_j, where all terms in group j can be measured together. One shot of group j prepares the state afresh, measures in the basis of that group and returns one value of H_j. Its mean is m_j = ⟨H_j⟩ and its variance is σ_j² = ⟨H_j²⟩ − ⟨H_j⟩².

In the file, the finite type `ι` labels the groups and `n j` is the number of shots given to group j. A single shot is a pair `⟨j, k⟩`, with k running from 0 to n_j − 1, and its outcome is the random variable `X ⟨j, k⟩`. The function `energyEstimator` adds the sample means of the groups:

Ê = ∑_j (1/n_j) ∑_k X_{j,k}.

The first theorem, `energyEstimator_mean_variance`, assumes that every group is measured at least once, that the outcomes are square-integrable (`MemLp (X p) 2 μ`) and pairwise independent, and that they have the stated means and variances. It concludes that Ê has mean ∑_j m_j and variance ∑_j σ_j²/n_j. Independence stands for fresh, uncorrelated preparations. Memory in the device can violate it, and drift can violate either independence or the assumption that all shots of a group have the same mean and variance. The quantum state and the operators H_j do not appear in the file, which starts from the statistics of the outcomes.

## The bound, its equality case and the budget

In the minimisation, `n` takes real values, and `shotVariance σ n` is ∑_j σ_j²/n_j. Write S = ∑_j σ_j and N = ∑_j n_j. The theorem `optimal_shot_allocation` says that, for n_j > 0 and S ≠ 0,

∑_j σ_j²/n_j ≥ S²/N,

with equality exactly when n_j = N σ_j/S for every j. This allocation is `optimalShots σ N`.

The σ_j may be any real numbers with nonzero sum, although standard deviations are nonnegative. The condition S ≠ 0 matters for the equality case: if every σ_j is zero, every positive allocation has variance zero and attains the bound, while the formula N σ_j/S is undefined.

For strictly positive σ_j, at least one group and N > 0, `optimalShots_attains` shows that the proposed allocation is positive, adds up to N and reaches the bound. Finally, `shot_budget_iff` says that some positive real allocation of N shots has variance at most ε², that is, a standard error of at most ε > 0, exactly when N ≥ (S/ε)².

For energy estimation on a quantum computer, this gives the least number of shots with which the estimator Ê reaches a standard error ε for a fixed grouping, when the shots are independent, the σ_j are known and positive, and shot numbers may be fractional. The choice of grouping, the estimation of the σ_j from data and the rounding to whole shots are not treated. Rounding can matter for small budgets: with two groups, σ_j = 1 in both and N = 3, the real minimum is 4/3, whereas the best whole-number split gives 1 + 1/2 = 3/2.

## From single shots to the variance

The mean follows from linearity, since group j contributes n_j equal terms:

E[Ê] = ∑_j (1/n_j) · n_j m_j = ∑_j m_j.

For the variance, pairwise independence removes all covariances between different shots. Each remaining term carries the square of its weight 1/n_j:

Var[Ê] = ∑_j n_j · (1/n_j²) · σ_j² = ∑_j σ_j²/n_j.

## Completing the square

Take any real constant c and expand one square:

n_j (σ_j/n_j − c)² = σ_j²/n_j − 2c σ_j + c² n_j.

Solving for σ_j²/n_j and summing over the groups gives

∑_j σ_j²/n_j = 2cS − c²N + ∑_j n_j (σ_j/n_j − c)².

Now choose c = S/N. The first two terms become 2S²/N − S²/N = S²/N, so

∑_j σ_j²/n_j − S²/N = ∑_j n_j (σ_j/n_j − S/N)².

Every term on the right is nonnegative, which proves the bound. The right side vanishes exactly when each term does. Because n_j > 0, this means σ_j/n_j = S/N, or n_j S = N σ_j, and division by S gives n_j = N σ_j/S.

If all σ_j and N are positive, these shot numbers are positive, and their sum is N S/S = N. They are therefore an admissible allocation, and the equality case gives them the variance S²/N.

The budget follows in two directions. If an allocation of N shots has variance at most ε², then S²/N ≤ ε², hence N ≥ S²/ε². Conversely, if N ≥ S²/ε², then N is positive and the optimal allocation has variance S²/N ≤ ε².

## One group, and a group without noise

With a single group and σ_j ≠ 0, the only allocation is n_j = N. Its variance σ_j²/N equals the bound, as the formula for the optimal allocation requires.

If the state is an eigenstate of H_j, then σ_j = 0, and if some other group has positive standard deviation, the formula assigns no shots to group j. Yet the estimator uses a sample mean from every group, which takes at least one shot. When some σ_j vanish and others are positive, the bound therefore holds strictly for every positive allocation; it is approached, but not reached, when the noiseless groups' shares tend to zero and the other groups divide the remaining shots in proportion to their σ_j.

## Weighting by the variance instead

Since σ_j² appears in the objective, one may be led to allocate shots in proportion to σ_j². For G groups with positive σ_j, this means n_j = N σ_j²/∑_k σ_k², and each group then contributes ∑_k σ_k²/N. The total is

G ∑_k σ_k²/N,

which is exactly the variance of the equal split n_j = N/G. Weighting by the variance thus gains nothing over ignoring the noise levels altogether.

## The same steps in Lean

In `energyEstimator_mean_variance`, the equation `hrep` rewrites the nested sums as one weighted sum over all shots `p`. Linearity of the integral then gives the mean. For the variance, `IndepFun.variance_sum` adds the variances of the weighted shots, which remain pairwise independent after rescaling, and `variance_smul` supplies the squared weights. What remains is the cancellation of n_j against 1/n_j².

The lemma `shotVariance_complete_square` proves the identity for arbitrary c. It combines the sums and compares them group by group; `linear_combination` closes each comparison using n_j · n_j⁻¹ = 1. This step needs only nonzero shot numbers, while positivity enters later, with the signs of the squared terms.

In `optimal_shot_allocation`, the nonzero sum first shows that there is at least one group, so N is positive. The identity is then applied with c = S/N, and `e` simplifies the constant part to S²/N. The statement `hnn` records that each excess term is nonnegative, from which the inequality follows. For the equality case, `Finset.sum_eq_zero_iff_of_nonneg` turns a vanishing sum into vanishing terms, and clearing denominators yields the allocation. The converse substitutes the allocation and finds every deviation equal to zero.

The proof of `optimalShots_attains` checks positivity and the total, then reads the variance off the equality case. In `shot_budget_iff`, the forward direction uses the lower bound for the given allocation, and the reverse direction supplies `optimalShots σ N` as the allocation that meets the target.
